# Uniqueness of the differentiable map from [0, 1] to [a, b], with 0 ↦ a and 1 ↦ b, that flattens the squared massless propagator 1/t²

When the squared massless propagator 1/t² is integrated over a range 0 < a ≤ t ≤ b, where t is the absolute value of the squared four-momentum transfer, a change of variable t(u) gives the integrand the weight t′(u)/t(u)². The theorem says that if this weight is constant on [0, 1], then t(u) = ab / (b − u(b − a)) there. It assumes a < b, t(0) = a, t(1) = b, that t maps [0, 1] into [a, b], and that t has a two-sided derivative at each point of [0, 1]. The proof integrates the derivative of 1/t to show that 1/t is linear in u, fixes the constant from the upper endpoint, and inverts the result.

Lean 4 with Mathlib refuses this proof:

```lean
import Mathlib

open Set

namespace PoleMapUnique

noncomputable section

/-- The squared massless propagator `1/t²` as a function of the absolute value `t > 0` of the
squared four-momentum transfer. -/
def invSq (t : ℝ) : ℝ := 1 / t ^ 2

/-- The sampling map `t(u) = ab / (b - u(b - a))`, for `b - u(b - a) ≠ 0`. -/
def poleMap (a b u : ℝ) : ℝ := a * b / (b - u * (b - a))

/-- Let `0 < a < b`. Let `t` be a real function that has a two-sided derivative at each point of
`[0, 1]` and maps `[0, 1]` into `[a, b]`, with `t(0) = a` and `t(1) = b`. If the weight
`t'(u)/t(u)²` is constant on `[0, 1]`, then `t(u) = ab / (b - u(b - a))` there. -/
theorem poleMap_unique {a b c : ℝ} (ha : 0 < a) (hab : a < b) {t t' : ℝ → ℝ}
    (hmaps : MapsTo t (Icc 0 1) (Icc a b)) (h0 : t 0 = a) (h1 : t 1 = b)
    (hd : ∀ u ∈ Icc (0 : ℝ) 1, HasDerivAt t (t' u) u)
    (hw : ∀ u ∈ Icc (0 : ℝ) 1, invSq (t u) * t' u = c) :
    ∀ u ∈ Icc (0 : ℝ) 1, t u = poleMap a b u := by
  have hb : 0 < b := ha.trans hab
  -- constant weight means that `1/t` is linear in `u`
  have key : ∀ u ∈ Icc (0 : ℝ) 1, (t u)⁻¹ = a⁻¹ - c * u := by
    intro u hu
    have hder : ∀ v ∈ uIcc 0 u, HasDerivAt (fun y => (t y)⁻¹) (-c) v := by
      intro v hv
      rw [uIcc_of_le hu.1] at hv
      have hv1 : v ∈ Icc (0 : ℝ) 1 := ⟨hv.1, hv.2.trans hu.2⟩
      have hne : t v ≠ 0 := (lt_of_lt_of_le ha (hmaps hv1).1).ne'
      have h : HasDerivAt (fun y => (t y)⁻¹) (-(t v ^ 2)⁻¹ * t' v) v :=
        (hasDerivAt_inv hne).comp v (hd v hv1)
      exact h.congr_deriv (by rw [← hw v hv1, invSq]; ring)
    have hi := intervalIntegral.integral_eq_sub_of_hasDerivAt hder
      (continuous_const.intervalIntegrable 0 u)
    rw [intervalIntegral.integral_const, smul_eq_mul, h0] at hi
    linarith
  intro u hu
  -- the upper endpoint fixes the constant
  have hc := key 1 ⟨zero_le_one, le_rfl⟩
  rw [h1] at hc
  have hinv : (t u)⁻¹ = (b - u * (b - a)) / (a * b) := by
    have hc' : c = a⁻¹ - b⁻¹ := by linarith
    rw [key u hu, hc']
    field_simp
    ring
  rw [← inv_inv (t u), hinv, inv_div, poleMap]

end

end PoleMapUnique
```

Messages:

```
Main.lean:48:4: error: No goals to be solved
```

What went wrong. The message "No goals to be solved" points to the `ring` that ends the proof of `hinv`. It means that the tactic was called when there was nothing left to prove; the algebra itself is not at fault.

After `rw [key u hu, hc']`, the goal is the identity `a⁻¹ - (a⁻¹ - b⁻¹) * u = (b - u * (b - a)) / (a * b)`. Here `field_simp` does more than clear the denominators `a` and `b`, which are nonzero because both are positive: it also brings the two sides to a form in which they agree, and so closes the goal. The `ring` after it was meant to finish a polynomial identity that no longer remains, and Lean reports an error.

The diff deletes that `ring`. The proof of `hinv` then ends with `field_simp`, and the final rewrite uses `hinv` as before.

The change, after which it compiles:

```diff
@@ -46,5 +46,4 @@
     rw [key u hu, hc']
     field_simp
-    ring
   rw [← inv_inv (t u), hinv, inv_div, poleMap]
 
```
